# In a tunnel-coupled two-state double-dot model, the detuning slope of the exchange energy is the doubly occupied weight

## Energies as eigenvalues of normalized states

An energy is taken here to be a real number $E$ for which some real vector $v$ of unit length satisfies $Hv = Ev$, where $H$ is the singlet Hamiltonian as a $2\times 2$ matrix. The ground-state energy is then the least element of the set of such numbers. Being least includes being a member, so a normalized ground state comes with the claim.

## Two singlets and a detuning

The model keeps two singlets of two electrons in a double quantum dot: one with an electron in each dot, and one with both electrons in one particular dot. In this order of the basis,

$$H = \begin{pmatrix} 0 & r \\ r & -e \end{pmatrix}, \qquad v = (v_0, v_1).$$

The detuning $e$ lowers the doubly occupied singlet relative to the singly occupied one. The coupling $r > 0$ is the matrix element for an electron to tunnel between the dots within the singlet sector. The doubly occupied weight of a normalized state is $v_1^2$.

Define

$$J(e) = \frac{e + \sqrt{e^2 + 4r^2}}{2}.$$

If the triplet with one electron in each dot stays at energy zero, $J$ is the singlet–triplet splitting, hence the name exchange energy. The triplet is not part of the matrix.

## What is claimed

For $r > 0$ and every real $e$, the lowest energy is $-J(e)$, and every normalized eigenvector at that energy satisfies

$$J'(e) = v_1^2 = \frac{J^2}{J^2 + r^2}.$$

If the triplet stays at energy zero and $r$ is constant, the first-order sensitivity of the singlet–triplet splitting to detuning noise is therefore the doubly occupied weight of the lower singlet.

## Derivation

**Characteristic equation.** Setting $E = -J$ in $\det(H - E) = E^2 + eE - r^2 = 0$ gives $J^2 = eJ + r^2$, which the formula for $J$ satisfies. Since $\sqrt{e^2 + 4r^2} > |e|$, also $J > 0$.

**Lower bound.** For any $v$, $v\cdot Hv = 2r v_0 v_1 - e v_1^2$. Hence

$$J\,(v\cdot Hv + J\,v\cdot v) = J^2 v_0^2 + 2rJ v_0 v_1 + (J^2 - eJ) v_1^2 = (J v_0 + r v_1)^2 \ge 0,$$

because $J^2 - eJ = r^2$. Dividing by $J > 0$ gives $v\cdot Hv \ge -J\,v\cdot v$. For a normalized eigenvector the left side is $E$, so $E \ge -J$.

**Attainment.** Take $v = (r, -J)/\sqrt{J^2 + r^2}$. Apart from the normalizing factor, the first row of $Hv$ is $-rJ = -J\cdot r$, and the second is $r^2 + eJ = J^2 = -J\cdot(-J)$.

**Weight.** The first row of $Hv = -Jv$ reads $r v_1 = -J v_0$. Squaring and using $v_0^2 = 1 - v_1^2$ gives $r^2 v_1^2 = J^2(1 - v_1^2)$, so $v_1^2 = J^2/(J^2 + r^2)$.

**Slope.** Write $s = \sqrt{e^2 + 4r^2} = 2J - e$. Then

$$J' = \frac12\left(1 + \frac{e}{s}\right) = \frac{s + e}{2s} = \frac{J}{s}.$$

Since $Js = 2J^2 - eJ = J^2 + r^2$, this equals $J^2/(J^2 + r^2)$.

**Bounds and curvature.** As $J$ and $r$ are positive, $0 < J' < 1$, so in this model $J$ has no stationary point in the detuning. Differentiating the weight by the chain rule gives

$$J'' = \frac{2Jr^2}{(J^2 + r^2)^2}\,J' = \frac{2r^2J^3}{(J^2 + r^2)^3}.$$

The equality of slope and weight is what the Hellmann–Feynman relation gives for $\partial H/\partial e = \mathrm{diag}(0, -1)$. The argument here differentiates $J$ directly and establishes the equality for this matrix alone.

## The Lean file

```lean
import Mathlib

open Matrix

namespace DoubleDotExchange

noncomputable section

/-- The double-dot singlet Hamiltonian with tunnel coupling `r` and detuning `e`, in the basis
(singly occupied singlet, doubly occupied singlet). -/
def singletBlock (r e : ℝ) : Matrix (Fin 2) (Fin 2) ℝ := !![0, r; r, -e]

/-- The exchange energy `J(e) = (e + √(e² + 4r²)) / 2`. -/
def exchange (r e : ℝ) : ℝ := (e + √(e ^ 2 + 4 * r ^ 2)) / 2

/-- The energies of the singlet block: the eigenvalues that belong to normalized states. -/
def energies (r e : ℝ) : Set ℝ :=
  {E | ∃ v : Fin 2 → ℝ, v ⬝ᵥ v = 1 ∧ singletBlock r e *ᵥ v = E • v}

/-- The exchange energy satisfies `J² = e J + r²`. -/
theorem exchange_sq (r e : ℝ) : exchange r e ^ 2 = e * exchange r e + r ^ 2 := by
  have hs : √(e ^ 2 + 4 * r ^ 2) ^ 2 = e ^ 2 + 4 * r ^ 2 := Real.sq_sqrt (by positivity)
  unfold exchange
  linear_combination hs / 4

/-- With tunnel coupling present, the exchange energy is positive at every detuning. -/
theorem exchange_pos {r : ℝ} (hr : 0 < r) (e : ℝ) : 0 < exchange r e := by
  have hs : √(e ^ 2 + 4 * r ^ 2) ^ 2 = e ^ 2 + 4 * r ^ 2 := Real.sq_sqrt (by positivity)
  have h0 := Real.sqrt_nonneg (e ^ 2 + 4 * r ^ 2)
  have hr2 : 0 < r ^ 2 := by positivity
  by_contra h
  unfold exchange at h
  have h1 : 0 ≤ -e - √(e ^ 2 + 4 * r ^ 2) := by linarith
  have h2 : 0 ≤ -e + √(e ^ 2 + 4 * r ^ 2) := by linarith
  nlinarith [mul_nonneg h1 h2]

/-- The action of the singlet Hamiltonian on a state, written in components. -/
theorem singletBlock_mulVec (r e : ℝ) (v : Fin 2 → ℝ) :
    singletBlock r e *ᵥ v = ![r * v 1, r * v 0 - e * v 1] := by
  ext i
  fin_cases i <;>
    simp [singletBlock, Matrix.mulVec, dotProduct, Fin.sum_univ_two, sub_eq_add_neg]

/-- Variational bound: for `r > 0` and any real vector `v`, normalized or not, the quadratic form `v
⬝ᵥ H v` of the singlet block `H` is at least `-J` times `v ⬝ᵥ v`. -/
theorem variational_bound {r : ℝ} (hr : 0 < r) (e : ℝ) (v : Fin 2 → ℝ) :
    -exchange r e * (v ⬝ᵥ v) ≤ v ⬝ᵥ (singletBlock r e *ᵥ v) := by
  have hJ := exchange_sq r e
  have hn : v ⬝ᵥ v = v 0 ^ 2 + v 1 ^ 2 := by
    simp only [dotProduct, Fin.sum_univ_two]
    ring
  have hE : v ⬝ᵥ (singletBlock r e *ᵥ v) = v 0 * (r * v 1) + v 1 * (r * v 0 - e * v 1) := by
    rw [singletBlock_mulVec]
    simp [dotProduct, Fin.sum_univ_two]
  rw [hn, hE]
  -- multiplied by J, the energy above -J is a perfect square
  have key : exchange r e * (v 0 * (r * v 1) + v 1 * (r * v 0 - e * v 1))
      - exchange r e * (-exchange r e * (v 0 ^ 2 + v 1 ^ 2))
      = (exchange r e * v 0 + r * v 1) ^ 2 := by
    linear_combination (v 1) ^ 2 * hJ
  refine le_of_mul_le_mul_left ?_ (exchange_pos hr e)
  linarith [sq_nonneg (exchange r e * v 0 + r * v 1)]

/-- The lowest energy of the singlet block is `-J(e)`. -/
theorem isLeast_energies {r : ℝ} (hr : 0 < r) (e : ℝ) :
    IsLeast (energies r e) (-exchange r e) := by
  have hJ := exchange_sq r e
  constructor
  · -- the normalized vector along (r, -J) attains the bound
    have hD : 0 < exchange r e ^ 2 + r ^ 2 := by positivity
    obtain ⟨c, hc⟩ : ∃ c : ℝ, c ^ 2 * (exchange r e ^ 2 + r ^ 2) = 1 :=
      ⟨(√(exchange r e ^ 2 + r ^ 2))⁻¹, by
        rw [inv_pow, Real.sq_sqrt hD.le, inv_mul_cancel₀ hD.ne']⟩
    refine ⟨![c * r, -(c * exchange r e)], ?_, ?_⟩
    · simp only [dotProduct, Fin.sum_univ_two]
      change c * r * (c * r) + -(c * exchange r e) * -(c * exchange r e) = 1
      linear_combination hc
    · rw [singletBlock_mulVec]
      ext i
      fin_cases i
      · change r * -(c * exchange r e) = -exchange r e * (c * r)
        ring
      · change r * (c * r) - e * -(c * exchange r e) = -exchange r e * -(c * exchange r e)
        linear_combination -c * hJ
  · rintro E ⟨v, hn, hE⟩
    have h := variational_bound hr e v
    rw [hE, dotProduct_smul, hn, smul_eq_mul] at h
    linarith

/-- For `r > 0`, the slope of the exchange energy in the detuning is `J² / (J² + r²)`. -/
theorem hasDerivAt_exchange {r : ℝ} (hr : 0 < r) (e : ℝ) :
    HasDerivAt (exchange r) (exchange r e ^ 2 / (exchange r e ^ 2 + r ^ 2)) e := by
  have hJ := exchange_sq r e
  have hpos : 0 < e ^ 2 + 4 * r ^ 2 := by positivity
  have hD : exchange r e ^ 2 + r ^ 2 ≠ 0 := by positivity
  have h1 : HasDerivAt (fun x : ℝ => x ^ 2 + 4 * r ^ 2) (2 * e) e := by
    simpa using (hasDerivAt_pow 2 e).add_const (4 * r ^ 2)
  have h2 : HasDerivAt (exchange r) ((1 + 2 * e / (2 * √(e ^ 2 + 4 * r ^ 2))) / 2) e :=
    ((hasDerivAt_id' e).fun_add (h1.sqrt hpos.ne')).div_const 2
  refine h2.congr_deriv ?_
  have hs : √(e ^ 2 + 4 * r ^ 2) = 2 * exchange r e - e := by
    unfold exchange
    ring
  have hs0 : √(e ^ 2 + 4 * r ^ 2) ≠ 0 := (Real.sqrt_pos.mpr hpos).ne'
  generalize √(e ^ 2 + 4 * r ^ 2) = s at hs hs0 ⊢
  have h3 : (1 + 2 * e / (2 * s)) / 2 = (s + e) / (2 * s) := by
    field_simp
  -- after cross-multiplying, `hs` eliminates `s` and `hJ` closes the remaining identity
  rw [h3, div_eq_div_iff (mul_ne_zero two_ne_zero hs0) hD]
  linear_combination (r ^ 2 - exchange r e ^ 2) * hs - 2 * exchange r e * hJ

/-- For `r > 0`, the lowest singlet energy is `-J(e)`, and for every normalized eigenvector `v` at
this energy the slope `J'(e)` is the doubly occupied weight `v₁²`, which equals `J² / (J² + r²)`. -/
theorem exchange_slope_eq_double_occupation {r : ℝ} (hr : 0 < r) (e : ℝ) :
    IsLeast (energies r e) (-exchange r e) ∧
    ∀ v : Fin 2 → ℝ, v ⬝ᵥ v = 1 → singletBlock r e *ᵥ v = (-exchange r e) • v →
      HasDerivAt (exchange r) (v 1 ^ 2) e ∧
      v 1 ^ 2 = exchange r e ^ 2 / (exchange r e ^ 2 + r ^ 2) := by
  refine ⟨isLeast_energies hr e, fun v hn hv => ?_⟩
  have hD : exchange r e ^ 2 + r ^ 2 ≠ 0 := by positivity
  rw [singletBlock_mulVec] at hv
  -- the first row fixes the ratio of the two amplitudes
  have h0 : r * v 1 = -exchange r e * v 0 := congrFun hv 0
  simp only [dotProduct, Fin.sum_univ_two] at hn
  have hw : v 1 ^ 2 = exchange r e ^ 2 / (exchange r e ^ 2 + r ^ 2) := by
    rw [eq_div_iff hD]
    linear_combination (r * v 1 - exchange r e * v 0) * h0 + exchange r e ^ 2 * hn
  exact ⟨hw ▸ hasDerivAt_exchange hr e, hw⟩

/-- For `r > 0`, the slope of the exchange energy lies strictly between 0 and 1 at every detuning.
-/
theorem exchange_slope_bounds {r : ℝ} (hr : 0 < r) (e : ℝ) :
    0 < deriv (exchange r) e ∧ deriv (exchange r) e < 1 := by
  have hJ := exchange_pos hr e
  have hD : 0 < exchange r e ^ 2 + r ^ 2 := by positivity
  rw [(hasDerivAt_exchange hr e).deriv]
  refine ⟨by positivity, ?_⟩
  rw [div_lt_one hD]
  linarith [pow_pos hr 2]

/-- For `r > 0`, the slope of the exchange energy itself changes with detuning at the rate `2 r² J³
/ (J² + r²)³`. -/
theorem hasDerivAt_exchange_slope {r : ℝ} (hr : 0 < r) (e : ℝ) :
    HasDerivAt (deriv (exchange r))
      (2 * r ^ 2 * exchange r e ^ 3 / (exchange r e ^ 2 + r ^ 2) ^ 3) e := by
  have hfun : deriv (exchange r) = fun x => exchange r x ^ 2 / (exchange r x ^ 2 + r ^ 2) :=
    funext fun x => (hasDerivAt_exchange hr x).deriv
  have hD : exchange r e ^ 2 + r ^ 2 ≠ 0 := by positivity
  have hsq : HasDerivAt (fun x => exchange r x ^ 2)
      (2 * exchange r e * (exchange r e ^ 2 / (exchange r e ^ 2 + r ^ 2))) e :=
    ((hasDerivAt_exchange hr e).fun_pow 2).congr_deriv (by simp)
  rw [hfun]
  refine (hsq.fun_div (hsq.add_const (r ^ 2)) hD).congr_deriv ?_
  generalize exchange r e = J at hD ⊢
  field_simp
  ring

end

end DoubleDotExchange
```

```lean
#print axioms DoubleDotExchange.exchange_slope_eq_double_occupation
#print axioms DoubleDotExchange.exchange_slope_bounds
#print axioms DoubleDotExchange.hasDerivAt_exchange_slope
```

```
'DoubleDotExchange.exchange_slope_eq_double_occupation' depends on axioms: [propext, Classical.choice, Quot.sound]
'DoubleDotExchange.exchange_slope_bounds' depends on axioms: [propext, Classical.choice, Quot.sound]
'DoubleDotExchange.hasDerivAt_exchange_slope' depends on axioms: [propext, Classical.choice, Quot.sound]
```

## Reading the statement

`singletBlock r e` is $H$, `exchange r e` is $J(e)$, and `energies r e` is the set of energies. A state is a function `Fin 2 → ℝ`, with `v 0` and `v 1` the singly and doubly occupied amplitudes. The symbol `⬝ᵥ` is the dot product and `*ᵥ` applies a matrix to a vector.

The main theorem, `exchange_slope_eq_double_occupation`, first states `IsLeast (energies r e) (-exchange r e)`. It then takes an arbitrary normalized eigenvector at that energy, so the result does not depend on its overall sign. `HasDerivAt (exchange r) (v 1 ^ 2) e` says that $J$, as a function of detuning at fixed $r$, is differentiable at $e$ with derivative $v_1^2$.

The model has a constant $r$, real amplitudes and only two orbital configurations. The singlet with both electrons in the other dot is left out. If it is included with the same coupling and the same charging energy, the lowest singlet energy is an even function of the detuning measured from the symmetric point, so its slope vanishes there. The strict lower bound on $J'$ therefore belongs to the two-state model. Excited orbitals, magnetic-field gradients and spin–orbit coupling are absent.

## How the proof runs

`exchange_sq` and `exchange_pos` supply the characteristic equation and the sign of $J$. `variational_bound` proves the perfect-square identity under the name `key` and cancels the positive factor $J$. `isLeast_energies` has two halves: the explicit vector, with normalizing factor `c`, shows membership, and the variational bound shows minimality.

`hasDerivAt_exchange` differentiates the square root by the chain rule, then replaces the root by a variable `s` with $s = 2J - e$ and compares the two fractions by cross-multiplication. The main theorem reads off the first row with `congrFun hv 0`, derives the weight, and uses that equality to rewrite the slope. `exchange_slope_bounds` and `hasDerivAt_exchange_slope` give the bounds and the curvature.

## A closer look at `linear_combination`

The algebra turns on this tactic. Given equations and coefficients, it checks that the goal's left side minus its right side equals the same combination of the equations' differences, using only the ring laws. For the weight, the goal is $v_1^2(J^2 + r^2) = J^2$, and the supplied coefficients amount to

$$v_1^2(J^2 + r^2) - J^2 = (r v_1 - J v_0)(r v_1 + J v_0) + J^2(v_0^2 + v_1^2 - 1).$$

Both terms on the right vanish, the first by the eigenvalue equation and the second by normalization. The identity holds for any number $J$, so this step uses neither the square root in the definition of $J$ nor `exchange_sq`.

## Without tunnel coupling

Let $r = 0$. Then $J(e) = (e + |e|)/2 = \max(e, 0)$, which has a kink at $e = 0$. There $H$ is the zero matrix, and $v = (1, 0)$ is a normalized eigenvector at the lowest energy, $0$. Its doubly occupied weight is $0$, but $J$ has no derivative at that point, so the slope claim fails.
